# The Strang step matches the exact flow through second order in $h$, with cubic error $[B,[B,A]]/12-[A,[A,B]]/24$

## Splitting a time step

Replace the exact step $e^{h(A+B)}$ by $e^{hA}e^{hB}$, and the $h^2$ coefficient is already wrong by $[A,B]/2$, where $[X,Y]=XY-YX$. In molecular dynamics $A$ generates the drift of the positions, $B$ the kick from the forces, and $h$ is the time step. The two generators do not generally commute.

The Strang step $S(h)=e^{hA/2}e^{hB}e^{hA/2}$ removes this error. With drift outside and kick inside it is the position Verlet step, and the result below gives the leading local error of that step as a formal series in $h$.

## Counting words in A and B

The coefficient of $h^n$ in $S(h)$ is

$$\sum_{i+j+k=n}\frac{(A/2)^i}{i!}\,\frac{B^j}{j!}\,\frac{(A/2)^k}{k!}.$$

Order zero gives $1$, and order one gives $A/2+B+A/2=A+B$. At order two, $A^2$ collects $\tfrac18+\tfrac14+\tfrac18=\tfrac12$, and $AB$, $BA$ and $B^2$ each have coefficient $\tfrac12$. The sum is $(A+B)^2/2$, as in the exact flow.

At order three the exact flow gives every word the coefficient $\tfrac16$. The Strang step also gives $\tfrac16$ to $A^3$ and $B^3$. The other words are:

| Word | Strang | Strang minus exact |
|---|---|---|
| $AAB$, $BAA$ | $1/8$ | $-1/24$ |
| $ABA$ | $1/4$ | $1/12$ |
| $ABB$, $BBA$ | $1/4$ | $1/12$ |
| $BAB$ | $0$ | $-1/6$ |

Since $[A,[A,B]]=AAB-2ABA+BAA$ and $[B,[B,A]]=BBA-2BAB+ABB$, the difference is

$$D=\tfrac1{12}[B,[B,A]]-\tfrac1{24}[A,[A,B]].$$

For the oscillator $q'=p$, $p'=-q$, take $A=\begin{pmatrix}0&1\\0&0\end{pmatrix}$ and $B=\begin{pmatrix}0&0\\-1&0\end{pmatrix}$. Then $A^2=B^2=0$, $ABA=-A$ and $BAB=-B$, so

$$D=\frac{ABA}{12}-\frac{BAB}{6}=\begin{pmatrix}0&-1/12\\-1/6&0\end{pmatrix}.$$

This is nonzero, so agreement does not extend to order three in general.

## Cancelling the cubic error with three steps

Scaling both generators by $a$ multiplies $D$ by $a^3$, so $S(ah)=e^{ah(A+B)}+a^3h^3D+O(h^4)$. In $S(ah)S(bh)S(ah)$ the exact factors combine to $e^{(2a+b)h(A+B)}$. Each cubic error meets only the leading $1$ of the other factors. If $2a+b=1$, the total cubic error is therefore $(2a^3+b^3)D$.

Now let $c^3=2$, $a=1/(2-c)$ and $b=-c/(2-c)$. Then $2a+b=1$ and $2a^3+b^3=(2-c^3)/(2-c)^3=0$, which gives agreement through order three. Over the real numbers the middle step runs backwards in time.

Agreement in fact reaches order four, although the Lean theorem stops at order three. Write $T(h)=S(ah)S(bh)S(ah)$. Since $S(h)S(-h)=1$, also $T(h)T(-h)=1$, and the exact flow has the same property. If $T(h)$ differed from the exact flow first by $h^4F$, the order-four terms of $T(h)T(-h)=1$ would give $2F=0$.

## What the Lean statements say

The generators live in `R`, any associative algebra over a field `K` of characteristic zero; matrices and linear operators are examples. `PowerSeries R` holds series in a formal $h$ that commutes with everything, `expSeries K X` has coefficients $X^n/n!$, and `coeff n` reads off order $n$. `strang` and `tripleJump` are true products of such series.

The hypothesis `c ^ 3 = 2` requires a cube root of two in `K`: $\mathbb R$ has one, $\mathbb Q$ does not. The theorems compare coefficients; they do not address convergence, the size of the remainder or long-time stability.

```lean
import Mathlib

open PowerSeries

namespace StrangSplitting

noncomputable section

variable (K : Type*) {R : Type*} [Field K] [CharZero K] [Ring R] [Algebra K R]

/-- The commutator `[X, Y] = XY - YX`. -/
def comm (X Y : R) : R := X * Y - Y * X

/-- The formal flow `exp(hX)`, a power series in the time step `h` with
coefficients `X ^ n / n!`. -/
def expSeries (X : R) : PowerSeries R :=
  PowerSeries.mk fun n => ((n.factorial : K)⁻¹) • X ^ n

/-- The Strang splitting step `exp(hA/2) exp(hB) exp(hA/2)` as a formal series in `h`. -/
def strang (A B : R) : PowerSeries R :=
  expSeries K ((1 / 2 : K) • A) * expSeries K B * expSeries K ((1 / 2 : K) • A)

/-- Three successive Strang steps of lengths `ah`, `bh` and `ah`. -/
def tripleJump (a b : K) (A B : R) : PowerSeries R :=
  strang K (a • A) (a • B) * strang K (b • A) (b • B) * strang K (a • A) (a • B)

/-- The coefficients of a product of two formal series in `h`, through order three. -/
theorem coeff_mul_low (p q : PowerSeries R) :
    coeff 0 (p * q) = coeff 0 p * coeff 0 q ∧
    coeff 1 (p * q) = coeff 0 p * coeff 1 q + coeff 1 p * coeff 0 q ∧
    coeff 2 (p * q) = coeff 0 p * coeff 2 q + coeff 1 p * coeff 1 q
      + coeff 2 p * coeff 0 q ∧
    coeff 3 (p * q) = coeff 0 p * coeff 3 q + coeff 1 p * coeff 2 q
      + coeff 2 p * coeff 1 q + coeff 3 p * coeff 0 q := by
  refine ⟨?_, ?_, ?_, ?_⟩ <;>
    rw [PowerSeries.coeff_mul, Finset.Nat.sum_antidiagonal_eq_sum_range_succ_mk] <;>
    simp [Finset.sum_range_succ]

/-- The coefficients of the formal flow `exp(hX)` through order three. -/
theorem coeff_exp_low (X : R) :
    coeff 0 (expSeries K X) = 1 ∧
    coeff 1 (expSeries K X) = X ∧
    coeff 2 (expSeries K X) = (1 / 2 : K) • (X * X) ∧
    coeff 3 (expSeries K X) = (1 / 6 : K) • (X * X * X) := by
  refine ⟨?_, ?_, ?_, ?_⟩ <;> simp only [expSeries, PowerSeries.coeff_mk] <;>
    norm_num [Nat.factorial, pow_succ, mul_assoc]

/-- The Strang step and the exact flow `exp(h(A+B))` agree through order two in `h`, and
at order three they differ by `[B,[B,A]]/12 - [A,[A,B]]/24`. -/
theorem strang_error (A B : R) :
    (∀ n ≤ 2, coeff n (strang K A B) = coeff n (expSeries K (A + B))) ∧
    coeff 3 (strang K A B) - coeff 3 (expSeries K (A + B)) =
      (1 / 12 : K) • comm B (comm B A) - (1 / 24 : K) • comm A (comm A B) := by
  constructor
  · intro n hn
    -- expand each coefficient into words in A and B
    interval_cases n <;>
      simp only [strang, coeff_mul_low, coeff_exp_low, one_mul, mul_one, smul_mul_assoc,
        mul_smul_comm, smul_smul, mul_add, add_mul, smul_add, mul_assoc] <;>
      module
  · simp only [strang, coeff_mul_low, coeff_exp_low, comm, one_mul, mul_one,
      smul_mul_assoc, mul_smul_comm, smul_smul, mul_add, add_mul, mul_sub, sub_mul,
      smul_add, smul_sub, mul_assoc]
    module

/-- For the harmonic oscillator `q' = p`, `p' = -q`, split into drift and kick, the
third-order error of the Strang step is the matrix with rows `(0, -1/12)` and `(-1/6, 0)`. -/
theorem oscillator_error :
    coeff 3 (strang ℚ (!![0, 1; 0, 0] : Matrix (Fin 2) (Fin 2) ℚ) !![0, 0; -1, 0])
      - coeff 3 (expSeries ℚ
          ((!![0, 1; 0, 0] : Matrix (Fin 2) (Fin 2) ℚ) + !![0, 0; -1, 0]))
      = !![0, -1 / 12; -1 / 6, 0] := by
  rw [(strang_error ℚ _ _).2]
  ext i j
  fin_cases i <;> fin_cases j <;>
    simp [comm] <;> norm_num

/-- Three Strang steps with `2a + b = 1` agree with the exact flow through order two, and
their third-order error is that of a single Strang step times `2a³ + b³`. -/
theorem tripleJump_error (a b : K) (A B : R) (h : 2 * a + b = 1) :
    (∀ n ≤ 2, coeff n (tripleJump K a b A B) = coeff n (expSeries K (A + B))) ∧
    coeff 3 (tripleJump K a b A B) - coeff 3 (expSeries K (A + B)) =
      (2 * a ^ 3 + b ^ 3) •
        ((1 / 12 : K) • comm B (comm B A) - (1 / 24 : K) • comm A (comm A B)) := by
  obtain rfl : b = 1 - 2 * a := by linear_combination h
  -- coefficients of one Strang step, read off from its error formula
  have s0 : ∀ X Y : R, coeff 0 (strang K X Y) = 1 := fun X Y =>
    ((strang_error K X Y).1 0 (by norm_num)).trans (coeff_exp_low K _).1
  have s1 : ∀ X Y : R, coeff 1 (strang K X Y) = X + Y := fun X Y =>
    ((strang_error K X Y).1 1 (by norm_num)).trans (coeff_exp_low K _).2.1
  have s2 : ∀ X Y : R, coeff 2 (strang K X Y) = (1 / 2 : K) • ((X + Y) * (X + Y)) :=
    fun X Y => ((strang_error K X Y).1 2 (by norm_num)).trans (coeff_exp_low K _).2.2.1
  have s3 : ∀ X Y : R, coeff 3 (strang K X Y) =
      (1 / 12 : K) • comm Y (comm Y X) - (1 / 24 : K) • comm X (comm X Y)
        + coeff 3 (expSeries K (X + Y)) := fun X Y =>
    sub_eq_iff_eq_add.mp (strang_error K X Y).2
  constructor
  · intro n hn
    interval_cases n <;>
      simp only [tripleJump, coeff_mul_low, s0, s1, s2, coeff_exp_low, one_mul, mul_one,
        smul_mul_assoc, mul_smul_comm, smul_smul, mul_add, add_mul, smul_add, mul_assoc] <;>
      module
  · simp only [tripleJump, coeff_mul_low, s0, s1, s2, s3, coeff_exp_low, comm, one_mul,
      mul_one, smul_mul_assoc, mul_smul_comm, smul_smul, mul_add, add_mul, mul_sub,
      sub_mul, smul_add, smul_sub, mul_assoc]
    module

/-- If `c³ = 2`, three Strang steps of relative lengths `1/(2-c)`, `-c/(2-c)`, `1/(2-c)`
agree with the exact flow through order three in `h`. -/
theorem tripleJump_order_three (c : K) (hc : c ^ 3 = 2) (A B : R) :
    ∀ n ≤ 3, coeff n (tripleJump K (1 / (2 - c)) (-c / (2 - c)) A B) =
      coeff n (expSeries K (A + B)) := by
  have hd : 2 - c ≠ 0 := by
    intro h
    have h2 : c = 2 := by linear_combination -h
    rw [h2] at hc
    norm_num at hc
  -- the step lengths add up to one, and their cubes add up to zero
  have h1 : 2 * (1 / (2 - c)) + -c / (2 - c) = 1 := by
    linear_combination mul_inv_cancel₀ hd
  have h3 : 2 * (1 / (2 - c)) ^ 3 + (-c / (2 - c)) ^ 3 = 0 := by
    linear_combination (-((2 - c)⁻¹) ^ 3) * hc
  have key := tripleJump_error K _ _ A B h1
  intro n hn
  rcases Nat.lt_or_ge n 3 with hlt | hge
  · exact key.1 n (by omega)
  · obtain rfl : n = 3 := by omega
    exact sub_eq_zero.mp (by rw [key.2, h3, zero_smul])

end

end StrangSplitting
```

```lean
#print axioms StrangSplitting.strang_error
#print axioms StrangSplitting.oscillator_error
#print axioms StrangSplitting.tripleJump_order_three
```

```
'StrangSplitting.strang_error' depends on axioms: [propext, Classical.choice, Quot.sound]
'StrangSplitting.oscillator_error' depends on axioms: [propext, Classical.choice, Quot.sound]
'StrangSplitting.tripleJump_order_three' depends on axioms: [propext, Classical.choice, Quot.sound]
```

## How the proof follows the word count

`coeff_mul_low` is the Cauchy product through order three, and `coeff_exp_low` lists the exponential's first four coefficients. In `strang_error`, `interval_cases` separates orders zero, one and two. At each order `simp only` multiplies everything out into words, and `module` compares their scalar coefficients, as the table does.

`oscillator_error` inserts the matrices into the commutator formula and checks the four entries.

`tripleJump_error` eliminates `b` through $b=1-2a$. The facts `s0` to `s3` give the coefficients of a Strang step for arbitrary generators, so they apply to the scaled ones. Where the derivation above combines exact flows, Lean expands into words again and finishes with `module`.

In `tripleJump_order_three`, `hd` shows $c\ne2$, since otherwise $8=2$. Then `h1` and `h3` verify the two conditions on the step lengths, and `key` turns them into agreement: directly below order three, and through the vanishing factor at order three.
